# At unit temperature, independent two-level systems with gap weight x^a have a finite total heat capacity exactly when a > −3

A two-level system with gap x at temperature 1, in units where Boltzmann's constant is 1, has heat capacity (x/2)²/cosh²(x/2). The theorem `integrableOn_one_iff` weights this by x^a, an unnormalised power-law distribution of gaps for systems that don't interact, and says that the product is integrable over all x > 0 if and only if a > −3. For the forward direction, the attempt restricts the integral to gaps between 0 and 1, where a constant multiple of the integrand dominates x^(a+2), and that power is integrable there only if a > −3. For the converse, it bounds the integrand by x^(a+2) e^(−x), whose integral is a convergent Gamma integral.

The failing Lean file:

```lean
import Mathlib

open MeasureTheory Set

namespace GlassTunnelling

noncomputable section

/-- Heat capacity of a two-level system with gap `D` at temperature `T`. -/
def levelHeat (D T : ℝ) : ℝ := (D / (2 * T)) ^ 2 / Real.cosh (D / (2 * T)) ^ 2

/-- The heat capacity of a two-level system is at most `(D/T)² exp(-D/T)`. -/
theorem levelHeat_le (D T : ℝ) :
    levelHeat D T ≤ (D / T) ^ 2 * Real.exp (-(D / T)) := by
  have hx : D / T = 2 * (D / (2 * T)) := by ring
  rw [levelHeat, hx]
  generalize D / (2 * T) = x
  have hc : Real.exp x / 2 ≤ Real.cosh x := by
    rw [Real.cosh_eq]
    linarith [Real.exp_pos (-x)]
  have he : Real.exp (-(2 * x)) * Real.exp x ^ 2 = 1 := by
    rw [sq, ← Real.exp_add, ← Real.exp_add, show -(2 * x) + (x + x) = 0 by ring, Real.exp_zero]
  have h1 : 1 ≤ 4 * Real.exp (-(2 * x)) * Real.cosh x ^ 2 := by
    calc 1 = 4 * Real.exp (-(2 * x)) * (Real.exp x / 2) ^ 2 := by linear_combination -he
      _ ≤ 4 * Real.exp (-(2 * x)) * Real.cosh x ^ 2 := by gcongr
  rw [div_le_iff₀ (pow_pos (Real.cosh_pos x) 2)]
  nlinarith [mul_le_mul_of_nonneg_left h1 (sq_nonneg x)]

/-- At unit temperature the heat capacity integral converges exactly when `a > -3`. -/
theorem integrableOn_one_iff (a : ℝ) :
    IntegrableOn (fun x : ℝ => x ^ a * levelHeat x 1) (Ioi 0) ↔ -3 < a := by
  constructor
  · intro h
    -- near zero gap the integrand dominates a multiple of x ^ (a + 2)
    have h2 := Integrable.const_mul (h.mono_set (Ioo_subset_Ioi_self (b := (1 : ℝ))))
      (4 * Real.cosh 1 ^ 2)
    have key : IntegrableOn (fun x : ℝ => x ^ (a + 2)) (Ioo 0 1) := by
      refine Integrable.mono' h2 (measurable_id.pow_const (a + 2)).aestronglyMeasurable
        ((ae_restrict_iff' measurableSet_Ioo).2 (Filter.Eventually.of_forall fun x hx => ?_))
      have hc : Real.cosh (x / (2 * 1)) ≤ Real.cosh 1 := Real.cosh_le_cosh.2 (by
        rw [abs_one, abs_le]
        constructor <;> linarith [hx.1, hx.2])
      have hq := pow_le_pow_left₀ (Real.cosh_pos _).le hc 2
      have hs : x ^ 2 ≤ 4 * Real.cosh 1 ^ 2 * levelHeat x 1 := by
        rw [levelHeat, ← mul_div_assoc, le_div_iff₀ (pow_pos (Real.cosh_pos _) 2)]
        nlinarith [mul_le_mul_of_nonneg_left hq (sq_nonneg x)]
      rw [Real.norm_of_nonneg (Real.rpow_nonneg hx.1.le _), Real.rpow_add hx.1, Real.rpow_two]
      calc x ^ a * x ^ 2 ≤ x ^ a * (4 * Real.cosh 1 ^ 2 * levelHeat x 1) :=
            mul_le_mul_of_nonneg_left hs (Real.rpow_nonneg hx.1.le _)
        _ = 4 * Real.cosh 1 ^ 2 * (x ^ a * levelHeat x 1) := by ring
    have := (intervalIntegral.integrableOn_Ioo_rpow_iff one_pos).1 key
    linarith
  · intro ha
    -- a Gamma integral dominates the integrand
    have hG := Real.GammaIntegral_convergent (s := a + 3) (by linarith)
    have hm : Measurable (fun x : ℝ => levelHeat x 1) := by
      unfold levelHeat
      exact ((measurable_id.div_const _).pow_const 2).div
        ((Real.measurable_cosh.comp (measurable_id.div_const _)).pow_const 2)
    refine Integrable.mono' hG ((measurable_id.pow_const a).mul hm).aestronglyMeasurable
      ((ae_restrict_iff' measurableSet_Ioi).2 (Filter.Eventually.of_forall fun x hx => ?_))
    have hx0 : 0 < x := hx
    have hn : 0 ≤ levelHeat x 1 := by unfold levelHeat; positivity
    have hb := levelHeat_le x 1
    rw [div_one] at hb
    rw [Real.norm_of_nonneg (mul_nonneg (Real.rpow_nonneg hx0.le _) hn),
      show a + 3 - 1 = a + 2 by ring, Real.rpow_add hx0, Real.rpow_two]
    calc x ^ a * levelHeat x 1 ≤ x ^ a * (x ^ 2 * Real.exp (-x)) :=
          mul_le_mul_of_nonneg_left hb (Real.rpow_nonneg hx0.le _)
      _ = Real.exp (-x) * (x ^ a * x ^ 2) := by ring

end

end GlassTunnelling
```

Messages:

```
Main.lean:35:48: error: Application type mismatch: The argument
  Ioo_subset_Ioi_self
has type
  Ioo 1 ?m.54 ⊆ Ioi 1
but is expected to have type
  ?m.47 ⊆ Ioi 0
in the application
  IntegrableOn.mono_set h Ioo_subset_Ioi_self
```

Diagnosis. The error is in the step that restricts integrability from `Ioi 0`, the half-line x > 0, to the interval from 0 to 1. The attempt passes `(b := (1 : ℝ))` to `Ioo_subset_Ioi_self`, meaning to set the interval's upper end to 1. But in this lemma `b` is the lower end, as the message shows: the result has type `Ioo 1 ?m.54 ⊆ Ioi 1`, with the upper end still undetermined. Since `h` is about `Ioi 0`, `mono_set` needs a subset of `Ioi 0`, and Lean can't match `Ioi 1` with that.

The repair states the intended inclusion outright, as `hsub : Ioo (0 : ℝ) 1 ⊆ Ioi 0`, so nothing depends on what the lemma calls its arguments. Its proof is `hx.1`, the half of the membership hypothesis that says 0 < x. Passing `hsub` to `mono_set` then gives integrability on the right interval. Putting the constant `(4 * Real.cosh 1 ^ 2)` on the same line is mere tidying.

The change, after which it compiles:

```diff
@@ -33,6 +33,6 @@
   · intro h
     -- near zero gap the integrand dominates a multiple of x ^ (a + 2)
-    have h2 := Integrable.const_mul (h.mono_set (Ioo_subset_Ioi_self (b := (1 : ℝ))))
-      (4 * Real.cosh 1 ^ 2)
+    have hsub : Ioo (0 : ℝ) 1 ⊆ Ioi 0 := fun x hx => hx.1
+    have h2 := Integrable.const_mul (h.mono_set hsub) (4 * Real.cosh 1 ^ 2)
     have key : IntegrableOn (fun x : ℝ => x ^ (a + 2)) (Ioo 0 1) := by
       refine Integrable.mono' h2 (measurable_id.pow_const (a + 2)).aestronglyMeasurable
```
